# The local coexistence line through a state of equal free energies and different volumes

In a Gibbs-Duhem integration, one starts from a known coexistence state of two phases, simulates each phase there, and uses the measured differences to choose the pressure at the next temperature. The step follows the slope

dP/dT = (S₁ − S₂)/(V₁ − V₂),

where Sᵢ and Vᵢ are the entropy and volume of phase i = 1, 2. This presupposes that a coexistence line passes through the starting state and can be written as pressure against temperature. Both hold locally if the two free energies are continuously differentiable (C¹) near that state and the volumes differ there.

For a pure substance, coexistence at temperature T and pressure P means equal Gibbs free energies G₁ and G₂, taken per particle or per mole; entropies and volumes refer to the same amount. Each Gᵢ must be defined on both sides of the line, so each phase is assumed to have a smooth metastable continuation.

## From equal free energies to a slope

Define S = −∂G/∂T and V = ∂G/∂P. For a differentiable G, a displacement (s, v) in temperature and pressure changes G to first order by

dG(s, v) = −S s + V v.

Along a path P = p(T) the displacement is (1, p′) per unit temperature, so

d/dT G(T, p(T)) = −S + V p′.

Now let D = G₁ − G₂, with D(T₀, P₀) = 0 and V₁ ≠ V₂ at (T₀, P₀). Consider the map Φ(T, P) = (T, D(T, P)). Its derivative at (T₀, P₀) is

(s, v) ↦ (s, a s + d v), with a = S₂ − S₁ and d = V₁ − V₂.

Since d ≠ 0, this has the inverse

(s, w) ↦ (s, (w − a s)/d).

By the inverse function theorem, Φ has a C¹ local inverse ψ. Temperature and free-energy difference can therefore serve as local coordinates, and coexistence is the set where the second coordinate is zero.

Let p(T) be the pressure component of ψ(T, 0). The temperature component is T, because Φ leaves temperature alone. If D(T, P) = 0 close to the starting state, then (T, P) = ψ(T, 0), hence P = p(T). Conversely, P = p(T) gives (T, P) = ψ(T, 0), hence D(T, P) = 0. The coexistence set is thus locally the graph of p, and p(T₀) = P₀.

The volumes are continuous, so they still differ at nearby points of the graph. Differentiating D(T, p(T)) = 0 gives

−(S₁ − S₂) + (V₁ − V₂) p′ = 0,

and division by V₁ − V₂ yields the slope.

The calculation also runs backwards. If a path obeys the slope equation, then

d/dT D(T, p(T)) = −(S₁ − S₂) + (V₁ − V₂) p′ = 0.

A path that starts at coexistence stays there, and one that starts with a free-energy mismatch keeps that mismatch.

## Entropy, volume and slope as functions of state

A state is a pair `x` of real numbers, with `x.1` the temperature and `x.2` the pressure. No sign is imposed on either.

```lean
import Mathlib

open Filter Topology Set

namespace GibbsDuhemIntegration

noncomputable section
```

The entropy is minus the derivative in temperature at fixed pressure.

```lean
/-- The entropy `S = -∂G/∂T` of a free energy `G(T,P)` at the state `x = (T,P)`. -/
def entropy (G : ℝ × ℝ → ℝ) (x : ℝ × ℝ) : ℝ := -deriv (fun T => G (T, x.2)) x.1
```

The volume is the derivative in pressure at fixed temperature.

```lean
/-- The volume `V = ∂G/∂P` of a free energy `G(T,P)` at the state `x = (T,P)`. -/
def volume (G : ℝ × ℝ → ℝ) (x : ℝ × ℝ) : ℝ := deriv (fun P => G (x.1, P)) x.2
```

The name `slope` here means the right-hand side of the Clapeyron equation dP/dT = (S₁ − S₂)/(V₁ − V₂), not the derivative of a given curve. Lean assigns the quotient the value 0 when the volumes agree, but the theorems that use it have different volumes wherever it is evaluated.

```lean
/-- The Clapeyron slope `(S₁ - S₂)/(V₁ - V₂)`, meant for states at which the two volumes differ. -/
def slope (G₁ G₂ : ℝ × ℝ → ℝ) (x : ℝ × ℝ) : ℝ :=
  (entropy G₁ x - entropy G₂ x) / (volume G₁ x - volume G₂ x)
```

## The differential of the free energy

In the next theorem, `fderiv ℝ G x` is the total derivative of `G` at `x`, applied to a displacement `(s, v)`. The chain rule along the two coordinate directions identifies its values on (1, 0) and (0, 1) with −S and V. Linearity gives the rest.

```lean
/-- The fundamental relation `dG = -S dT + V dP` for a differentiable free energy. -/
theorem fderiv_freeEnergy {G : ℝ × ℝ → ℝ} {x : ℝ × ℝ} (hG : DifferentiableAt ℝ G x)
    (s v : ℝ) : fderiv ℝ G x (s, v) = -entropy G x * s + volume G x * v := by
  obtain ⟨T, P⟩ := x
  have hT : HasDerivAt (fun t => G (t, P)) (fderiv ℝ G (T, P) (1, 0)) T :=
    HasFDerivAt.comp_hasDerivAt T hG.hasFDerivAt
      ((hasDerivAt_id T).prodMk (hasDerivAt_const T P))
  have hP : HasDerivAt (fun q => G (T, q)) (fderiv ℝ G (T, P) (0, 1)) P :=
    HasFDerivAt.comp_hasDerivAt P hG.hasFDerivAt
      ((hasDerivAt_const P T).prodMk (hasDerivAt_id P))
  have hS : entropy G (T, P) = -fderiv ℝ G (T, P) (1, 0) := congrArg Neg.neg hT.deriv
  have hV : volume G (T, P) = fderiv ℝ G (T, P) (0, 1) := hP.deriv
  have hsv : ((s, v) : ℝ × ℝ) = s • ((1 : ℝ), (0 : ℝ)) + v • ((0 : ℝ), (1 : ℝ)) := by simp
  rw [hS, hV, hsv, map_add, map_smul, map_smul, smul_eq_mul, smul_eq_mul]
  ring
```

The version along a path applies this derivative to (1, p′). `HasDerivAt p p' T` says that `p` is differentiable at `T` with derivative `p'`.

```lean
/-- Along a differentiable path `P = p(T)`, a differentiable free energy changes at the
rate `-S + V p'`. -/
theorem hasDerivAt_along_path {G : ℝ × ℝ → ℝ} {p : ℝ → ℝ} {T p' : ℝ}
    (hG : DifferentiableAt ℝ G (T, p T)) (hp : HasDerivAt p p' T) :
    HasDerivAt (fun t => G (t, p t)) (-entropy G (T, p T) + volume G (T, p T) * p') T := by
  have h : HasDerivAt (fun t => G (t, p t)) (fderiv ℝ G (T, p T) (1, p')) T :=
    HasFDerivAt.comp_hasDerivAt T hG.hasFDerivAt ((hasDerivAt_id T).prodMk hp)
  rwa [fderiv_freeEnergy hG, mul_one] at h
```

The hypothesis `ContDiffAt ℝ 1 G x` says that `G` is C¹ in a neighbourhood of `x`. The total derivative is then continuous at `x`, and so is its value on (0, 1), which equals the volume at all nearby states.

```lean
/-- The volume is continuous at a state near which the free energy is C¹. -/
theorem continuousAt_volume {G : ℝ × ℝ → ℝ} {x : ℝ × ℝ} (hG : ContDiffAt ℝ 1 G x) :
    ContinuousAt (volume G) x := by
  have hc : ContinuousAt (fderiv ℝ G) x :=
    (hG.fderiv_right (m := 0) (by simp)).continuousAt
  have hc' : ContinuousAt (fun y => fderiv ℝ G y ((0 : ℝ), (1 : ℝ))) x :=
    hc.clm_apply continuousAt_const
  refine hc'.congr ?_
  filter_upwards [hG.eventually (by simp)] with y hy
  rw [fderiv_freeEnergy (hy.differentiableAt (by simp))]
  ring
```

## Free-energy difference as a coordinate

The notation `∀ᶠ x in 𝓝 x₀` means "for all x in some neighbourhood of x₀". The two statements of this kind in the theorem say that `ψ` undoes Φ near the starting state and that Φ undoes `ψ` near its image. Equality of the free energies is not needed yet.

In the proof, `e` is the invertible linear map found above, with its inverse written out. The step `hlin` identifies it with the derivative of Φ, using the formula for dG in each phase. The inverse function theorem then supplies `ψ`.

```lean
/-- Near a state where two C¹ free energies have different volumes, temperature and
free-energy difference are local coordinates: `(T,P) ↦ (T, G₁ - G₂)` has a C¹ local inverse. -/
theorem exists_local_coordinates {G₁ G₂ : ℝ × ℝ → ℝ} {x₀ : ℝ × ℝ}
    (h₁ : ContDiffAt ℝ 1 G₁ x₀) (h₂ : ContDiffAt ℝ 1 G₂ x₀)
    (hV : volume G₁ x₀ ≠ volume G₂ x₀) :
    ∃ ψ : ℝ × ℝ → ℝ × ℝ, ContDiffAt ℝ 1 ψ (x₀.1, G₁ x₀ - G₂ x₀) ∧
      (∀ᶠ x in 𝓝 x₀, ψ (x.1, G₁ x - G₂ x) = x) ∧
      ∀ᶠ y in 𝓝 (x₀.1, G₁ x₀ - G₂ x₀), ((ψ y).1, G₁ (ψ y) - G₂ (ψ y)) = y := by
  have hd : volume G₁ x₀ - volume G₂ x₀ ≠ 0 := sub_ne_zero.2 hV
  have d₁ := h₁.differentiableAt (by simp)
  have d₂ := h₂.differentiableAt (by simp)
  -- the derivative is triangular, and invertible because the volumes differ
  obtain ⟨e, he⟩ : ∃ e : (ℝ × ℝ) ≃L[ℝ] (ℝ × ℝ), ∀ x, e x =
      (x.1, (entropy G₂ x₀ - entropy G₁ x₀) * x.1 + (volume G₁ x₀ - volume G₂ x₀) * x.2) := by
    generalize entropy G₂ x₀ - entropy G₁ x₀ = a
    generalize volume G₁ x₀ - volume G₂ x₀ = d at hd
    let l : (ℝ × ℝ) ≃ₗ[ℝ] (ℝ × ℝ) :=
      { toFun := fun x => (x.1, a * x.1 + d * x.2)
        invFun := fun y => (y.1, (y.2 - a * y.1) / d)
        map_add' := fun x y => Prod.ext rfl (by
          simp only [Prod.fst_add, Prod.snd_add]; ring)
        map_smul' := fun c x => Prod.ext rfl (by
          simp only [Prod.smul_fst, Prod.smul_snd, smul_eq_mul, RingHom.id_apply]; ring)
        left_inv := fun x => Prod.ext rfl (by
          dsimp only; rw [add_sub_cancel_left, mul_div_cancel_left₀ _ hd])
        right_inv := fun y => Prod.ext rfl (by
          dsimp only; rw [← mul_div_assoc, mul_div_cancel_left₀ _ hd]; ring) }
    exact ⟨l.toContinuousLinearEquiv, fun _ => rfl⟩
  have hΦ : ContDiffAt ℝ 1 (fun x : ℝ × ℝ => (x.1, G₁ x - G₂ x)) x₀ :=
    contDiffAt_fst.prodMk (h₁.sub h₂)
  have hlin : (e : (ℝ × ℝ) →L[ℝ] (ℝ × ℝ)) =
      (ContinuousLinearMap.fst ℝ ℝ ℝ).prod (fderiv ℝ G₁ x₀ - fderiv ℝ G₂ x₀) := by
    refine ContinuousLinearMap.ext ?_
    rintro ⟨s, v⟩
    change e (s, v) = (s, fderiv ℝ G₁ x₀ (s, v) - fderiv ℝ G₂ x₀ (s, v))
    rw [he, fderiv_freeEnergy d₁, fderiv_freeEnergy d₂]
    exact Prod.ext rfl (by dsimp only; ring)
  have hD : HasFDerivAt (fun x : ℝ × ℝ => (x.1, G₁ x - G₂ x))
      (e : (ℝ × ℝ) →L[ℝ] (ℝ × ℝ)) x₀ := by
    rw [hlin]
    exact hasFDerivAt_fst.prodMk (d₁.hasFDerivAt.sub d₂.hasFDerivAt)
  have hs := hΦ.hasStrictFDerivAt' hD (by simp)
  exact ⟨hΦ.localInverse hD (by simp), hΦ.to_localInverse hD (by simp),
    hs.eventually_left_inverse, hs.eventually_right_inverse⟩
```

## Existence and slope of the coexistence line

The hypotheses are C¹ free energies near `(T₀, P₀)`, equality there (`heq`) and different volumes there (`hV`). The conclusion provides a function `p` through the starting state that is C¹ near `T₀`. The equivalence `G₁ x = G₂ x ↔ x.2 = p x.1` says that, sufficiently close to that state, the graph contains every coexistence state and nothing else. The last clause gives different volumes and the slope at every temperature near `T₀`, not only at `T₀` itself. How far the line extends is left open.

The proof defines `p` from `ψ (t, 0)`, and `hgraph` carries out the two directions of the equivalence. Continuity of the volume difference gives `hne`. The path formula is then applied to each phase: the free energies agree along the line, so their derivatives agree, which is the equation `key`. Solving it for p′ completes the argument.

```lean
/-- Let two C¹ free energies be equal at `(T₀,P₀)` and have different volumes there. Near
that point the coexistence set is the graph of a C¹ function `p(T)`, and at each temperature
near `T₀` the volumes differ and `p' = (S₁ - S₂)/(V₁ - V₂)`. -/
theorem coexistence_line {G₁ G₂ : ℝ × ℝ → ℝ} {T₀ P₀ : ℝ}
    (h₁ : ContDiffAt ℝ 1 G₁ (T₀, P₀)) (h₂ : ContDiffAt ℝ 1 G₂ (T₀, P₀))
    (heq : G₁ (T₀, P₀) = G₂ (T₀, P₀)) (hV : volume G₁ (T₀, P₀) ≠ volume G₂ (T₀, P₀)) :
    ∃ p : ℝ → ℝ, p T₀ = P₀ ∧ ContDiffAt ℝ 1 p T₀ ∧
      (∀ᶠ x in 𝓝 (T₀, P₀), G₁ x = G₂ x ↔ x.2 = p x.1) ∧
      ∀ᶠ T in 𝓝 T₀, volume G₁ (T, p T) ≠ volume G₂ (T, p T) ∧
        HasDerivAt p (slope G₁ G₂ (T, p T)) T := by
  obtain ⟨ψ, hψ, hl, hr⟩ := exists_local_coordinates h₁ h₂ hV
  have h0 := hl.self_of_nhds
  simp only [heq, sub_self] at hψ hr h0
  have hpair : ContDiffAt ℝ 1 (fun t : ℝ => (t, (0 : ℝ))) T₀ :=
    contDiffAt_id.prodMk contDiffAt_const
  -- the line is the zero level of the free-energy difference
  obtain ⟨p, hpdef⟩ : ∃ p : ℝ → ℝ, ∀ t, p t = (ψ (t, 0)).2 := ⟨_, fun _ => rfl⟩
  have hp0 : p T₀ = P₀ := by rw [hpdef, h0]
  have hp : ContDiffAt ℝ 1 p T₀ := by
    rw [funext hpdef]
    exact (ContDiffAt.comp T₀ hψ hpair).snd
  have hr' : ∀ᶠ t in 𝓝 T₀, ((ψ (t, 0)).1, G₁ (ψ (t, 0)) - G₂ (ψ (t, 0))) = (t, (0 : ℝ)) :=
    hpair.continuousAt.tendsto.eventually hr
  have hgraph : ∀ᶠ x in 𝓝 (T₀, P₀), G₁ x = G₂ x ↔ x.2 = p x.1 := by
    filter_upwards [hl, (continuous_fst.tendsto (T₀, P₀)).eventually hr'] with x hx hy
    constructor
    · intro h
      rw [h, sub_self] at hx
      rw [hpdef, hx]
    · intro h
      have hxψ : ψ (x.1, 0) = x :=
        Prod.ext (Prod.ext_iff.1 hy).1 ((hpdef x.1).symm.trans h.symm)
      rw [hxψ] at hy
      exact sub_eq_zero.1 (congrArg Prod.snd hy)
  refine ⟨p, hp0, hp, hgraph, ?_⟩
  have hq : Tendsto (fun t => (t, p t)) (𝓝 T₀) (𝓝 (T₀, P₀)) := by
    have h := hp.continuousAt.tendsto
    rw [hp0] at h
    exact tendsto_id.prodMk_nhds h
  have hco : ∀ᶠ t in 𝓝 T₀, G₁ (t, p t) = G₂ (t, p t) :=
    (hq.eventually hgraph).mono fun t h => h.2 rfl
  have hcV : ContinuousAt (fun x => volume G₁ x - volume G₂ x) (T₀, P₀) :=
    (continuousAt_volume h₁).sub (continuousAt_volume h₂)
  have hV0 : volume G₁ (T₀, P₀) - volume G₂ (T₀, P₀) ≠ 0 := sub_ne_zero.2 hV
  have hne : ∀ᶠ x in 𝓝 (T₀, P₀), volume G₁ x ≠ volume G₂ x :=
    (hcV.eventually_ne hV0).mono fun x hx => sub_ne_zero.1 hx
  -- differentiate the equality of free energies along the line
  filter_upwards [hco.eventually_nhds, hp.eventually (by simp), hq.eventually hne,
    hq.eventually (h₁.eventually (by simp)), hq.eventually (h₂.eventually (by simp))]
    with T hc hpT hv g₁ g₂
  have d := (hpT.differentiableAt (by simp)).hasDerivAt
  have a₁ := hasDerivAt_along_path (g₁.differentiableAt (by simp)) d
  have a₂ := hasDerivAt_along_path (g₂.differentiableAt (by simp)) d
  have key := a₁.unique (a₂.congr_of_eventuallyEq hc)
  refine ⟨hv, d.congr_deriv ?_⟩
  rw [slope, eq_div_iff (sub_ne_zero.2 hv)]
  linear_combination key
```

## Conservation along an integrated path

Here the path is given, and the slope equation is assumed on the whole interval from `a` to `b`. The free energies need only be differentiable at the states visited, and they need not be equal at the start. The derivative of `p` is two-sided even at the endpoints, so the path must be defined slightly beyond them.

The proof subtracts the path formulas for the two phases, uses the slope equation to obtain derivative zero, and concludes that the difference is constant.

```lean
/-- Gibbs-Duhem integration: a path that follows the slope `(S₁ - S₂)/(V₁ - V₂)` through
states where the free energies are differentiable and the volumes differ keeps `G₁ - G₂`
at its initial value. -/
theorem integration_conserves_difference {G₁ G₂ : ℝ × ℝ → ℝ} {p : ℝ → ℝ} {a b : ℝ}
    (h₁ : ∀ t ∈ Icc a b, DifferentiableAt ℝ G₁ (t, p t))
    (h₂ : ∀ t ∈ Icc a b, DifferentiableAt ℝ G₂ (t, p t))
    (hV : ∀ t ∈ Icc a b, volume G₁ (t, p t) ≠ volume G₂ (t, p t))
    (hp : ∀ t ∈ Icc a b, HasDerivAt p (slope G₁ G₂ (t, p t)) t) :
    ∀ t ∈ Icc a b, G₁ (t, p t) - G₂ (t, p t) = G₁ (a, p a) - G₂ (a, p a) := by
  have hD : ∀ t ∈ Icc a b, HasDerivAt (fun t => G₁ (t, p t) - G₂ (t, p t)) 0 t := by
    intro t ht
    refine ((hasDerivAt_along_path (h₁ t ht) (hp t ht)).fun_sub
      (hasDerivAt_along_path (h₂ t ht) (hp t ht))).congr_deriv ?_
    have hs : slope G₁ G₂ (t, p t) * (volume G₁ (t, p t) - volume G₂ (t, p t)) =
        entropy G₁ (t, p t) - entropy G₂ (t, p t) :=
      div_mul_cancel₀ _ (sub_ne_zero.2 (hV t ht))
    linear_combination hs
  exact constant_of_has_deriv_right_zero
    (fun t ht => (hD t ht).continuousAt.continuousWithinAt)
    (fun t ht => (hD t (Ico_subset_Icc_self ht)).hasDerivWithinAt)
```

For simulations of two phases of a pure substance with smooth free energies, this means that following the slope exactly neither creates nor removes a free-energy mismatch. A small error in the starting pressure therefore persists, but its size can change: to first order it is the constant mismatch divided by the local volume difference. The step from here to an actual run is the replacement of the exact slope by sampled estimates at finitely many temperatures.

That estimate commonly uses the enthalpy difference ΔH = H₁ − H₂ in place of T(S₁ − S₂). Because G = H − TS, the two agree only at coexistence. A separate short calculation, not part of the Lean development, shows what happens off the line for T > 0: with slope ΔH/(T(V₁ − V₂)) one finds dD/dT = D/T, so D/T is conserved instead of D.

## Two crossing branches at equal volumes

Take G₁ = −P² and G₂ = −T², with T and P read as deviations from a reference state. The volumes are −2P and 0, which agree at the origin. The free energies are equal when P² = T², that is, on the two lines P = T and P = −T. Every nonzero T then has two coexistence pressures, and no function p(T) can describe both.

The proof picks a small positive temperature `ε / 2`, at which a supposed `p` would have to equal both `ε / 2` and `-(ε / 2)`. The example shows that smoothness and equality of the free energies alone do not guarantee a graph. It does not show that equal volumes always prevent one: for G₁ = P³ and G₂ = 0 they agree at the origin, yet the coexistence set is the graph P = 0. Both examples use dimensionless variables and are not physical as they stand: some volumes are zero or negative, and P³ is not concave for P > 0. Adding the same function V₀P − S₀T − P² − T², with V₀ and S₀ positive, to both free energies of either example makes them concave with positive volumes and entropies near the origin, and changes neither the coexistence set nor the volume difference.

```lean
/-- For `G₁ = -P²` and `G₂ = -T²` the volumes agree at the origin, and near the origin the
coexistence set is not the graph of any function `p(T)`. -/
theorem no_line_at_equal_volumes :
    volume (fun x => -x.2 ^ 2) (0, 0) = volume (fun x => -x.1 ^ 2) (0, 0) ∧
    ¬ ∃ p : ℝ → ℝ, ∀ᶠ x : ℝ × ℝ in 𝓝 (0, 0), -x.2 ^ 2 = -x.1 ^ 2 ↔ x.2 = p x.1 := by
  refine ⟨by simp [volume], ?_⟩
  rintro ⟨p, hp⟩
  -- two branches, P = T and P = -T, cross at the origin
  have c₁ : Tendsto (fun t : ℝ => (t, t)) (𝓝 0) (𝓝 (0, 0)) :=
    tendsto_id.prodMk_nhds tendsto_id
  have c₂ : Tendsto (fun t : ℝ => (t, -t)) (𝓝 0) (𝓝 (0, 0)) := by
    have h : Tendsto (fun t : ℝ => -t) (𝓝 0) (𝓝 0) := by
      simpa using (continuous_neg (G := ℝ)).tendsto 0
    exact tendsto_id.prodMk_nhds h
  obtain ⟨ε, hε, h⟩ := Metric.eventually_nhds_iff.1 ((c₁.eventually hp).and (c₂.eventually hp))
  have hdist : dist (ε / 2) 0 < ε := by
    rw [Real.dist_eq, sub_zero, abs_of_pos (half_pos hε)]
    exact half_lt_self hε
  obtain ⟨u, v⟩ := h hdist
  have e₁ : ε / 2 = p (ε / 2) := u.1 rfl
  have e₂ : -(ε / 2) = p (ε / 2) := v.1 (by dsimp only; ring)
  linarith

end

end GibbsDuhemIntegration
```

```lean
#print axioms GibbsDuhemIntegration.coexistence_line
#print axioms GibbsDuhemIntegration.integration_conserves_difference
#print axioms GibbsDuhemIntegration.no_line_at_equal_volumes
```

```
'GibbsDuhemIntegration.coexistence_line' depends on axioms: [propext, Classical.choice, Quot.sound]
'GibbsDuhemIntegration.integration_conserves_difference' depends on axioms: [propext, Classical.choice, Quot.sound]
'GibbsDuhemIntegration.no_line_at_equal_volumes' depends on axioms: [propext, Classical.choice, Quot.sound]
```
